# For massless electrons, the lowest-order, one-photon cross section for e⁺e⁻ → τ⁺τ⁻ is largest at s = (1 + √21)m²

## A ceiling for accept–reject sampling

A simulation in which the pair energy varies from event to event can draw a squared centre-of-mass energy s from the spectrum of the colliding beams and accept it with probability σ(s)/σ_max. A larger bound in place of σ_max would also work, but would reject more proposals; the tightest choice that serves all energies is the largest value of the cross section σ. For lowest-order production through one photon, with unpolarised beams and massless electrons, that value is reached at a single energy above threshold.

In natural units, let m be the tau mass, α the fine-structure constant and b the velocity of each tau in the centre-of-mass frame, usually written β. For s ≥ 4m²,

b = √(1 − 4m²/s)

σ = (4πα²/3s) · b(3 − b²)/2.

The factor b(3 − b²)/2 rises with energy while 1/s falls. Since 1/s = (1 − b²)/(4m²), the two combine into

σ = (πα²/6m²) f(b), where f(b) = b(1 − b²)(3 − b²).

The name `shape` denotes f, which includes the fall of 1/s through 1 − b² = 4m²/s; the usual threshold factor b(3 − b²)/2 does not.

## The velocity at the peak

Expanding and differentiating gives

f(b) = b⁵ − 4b³ + 3b

f′(b) = 5b⁴ − 12b² + 3.

The roots are b² = (6 ± √21)/5. The upper one exceeds 1, so the only stationary velocity in [0,1] is c, with c² = (6 − √21)/5.

To compare c with any other b, factor c − b out of f(c) − f(b), subtract f′(c) = 0 from the remaining bracket, and factor again:

f(c) − f(b) = (b − c)² [b(4 − b² − 3c²) + 2c(4 − b² − 2c²)].

With 0 ≤ b ≤ 1 and 0 < c < 1, the first term in the bracket is non-negative and the second is positive. Hence f(b) < f(c) whenever b ≠ c.

## The energy at the peak

From 4.582 < √21 < 4.583 follows 0.2834 < c² < 0.2836. Then √(1 − c²) lies between 0.844 and 0.847, which gives

2.36 < 2/√(1 − c²) < 2.37.

This ratio is √s/m, because s = 4m²/(1 − b²). At the peak 1 − c² = (√21 − 1)/5, so

s = 20m²/(√21 − 1) = (1 + √21)m².

Distinct values of s give distinct velocities, so no other energy reaches the maximum.

## What the theorems say

`shape_unique_max` says that `peakVelocity`, the c above, lies in `Icc 0 1`, the closed interval [0,1], and that f is strictly smaller at every other point of it. `peak_numbers` gives the numerical windows.

`crossSection_unique_max` compares energies: for real `α ≠ 0`, `m > 0` and `s` at or above threshold, any `s` other than `(1 + √21) * m ^ 2` gives a strictly smaller cross section. The condition on `α` means that the taus couple to the photon; at zero coupling σ vanishes everywhere.

The cross section enters as a definition, not as the outcome of an amplitude calculation. It also leaves out Z exchange, radiation, vacuum polarisation and the Coulomb attraction between slow taus, so its maximum need not bound a cross section that includes them.

In Lean 4 with Mathlib:

```lean
import Mathlib

open Real Set

namespace TauPairThreshold

noncomputable section

/-- The tau-pair shape `b (1 - b²) (3 - b²)` as a function of the velocity `b`. -/
def shape (b : ℝ) : ℝ := b * (1 - b ^ 2) * (3 - b ^ 2)

/-- The velocity whose square is `(6 - √21) / 5`. -/
def peakVelocity : ℝ := √((6 - √21) / 5)

/-- Velocity of each lepton of mass `m` in a pair of squared centre-of-mass energy `s`,
for `s ≥ 4 m²` and `m > 0`. -/
def velocity (m s : ℝ) : ℝ := √(1 - 4 * m ^ 2 / s)

/-- Lowest-order cross section for `e⁺e⁻ → τ⁺τ⁻` through one photon, with massless electrons,
in natural units, for `s ≥ 4 m²` and `m > 0`. -/
def crossSection (α m s : ℝ) : ℝ :=
  4 * π * α ^ 2 / (3 * s) * (velocity m s * (3 - velocity m s ^ 2) / 2)

/-- Numerical bounds on `√21`. -/
lemma sqrt21_bounds : 4.582 < √21 ∧ √21 < 4.583 :=
  ⟨(Real.lt_sqrt (by norm_num)).2 (by norm_num),
    (Real.sqrt_lt' (by norm_num)).2 (by norm_num)⟩

/-- The square of the peak velocity is `(6 - √21) / 5`. -/
lemma peakVelocity_sq : peakVelocity ^ 2 = (6 - √21) / 5 :=
  Real.sq_sqrt (by linarith [sqrt21_bounds.2])

/-- The slope of the tau-pair shape at velocity `b` is `5 b⁴ - 12 b² + 3`. -/
theorem hasDerivAt_shape (b : ℝ) : HasDerivAt shape (5 * b ^ 4 - 12 * b ^ 2 + 3) b := by
  have e : shape = fun x => x ^ 5 - 4 * x ^ 3 + 3 * x := by
    funext x
    unfold shape
    ring
  rw [e]
  have h := ((hasDerivAt_pow 5 b).fun_sub ((hasDerivAt_pow 3 b).const_mul 4)).fun_add
    ((hasDerivAt_id' b).const_mul 3)
  refine h.congr_deriv ?_
  simp only [Nat.cast_ofNat, Nat.reduceSub]
  ring

/-- For velocities between 0 and 1 the shape is stationary exactly when
`b² = (6 - √21) / 5`. -/
theorem stationary_iff {b : ℝ} (h0 : 0 ≤ b) (h1 : b ≤ 1) :
    deriv shape b = 0 ↔ b ^ 2 = (6 - √21) / 5 := by
  have h21 : √21 ^ 2 = (21 : ℝ) := Real.sq_sqrt (by norm_num)
  have factor : 5 * b ^ 4 - 12 * b ^ 2 + 3
      = 5 * (b ^ 2 - (6 - √21) / 5) * (b ^ 2 - (6 + √21) / 5) := by
    linear_combination (1 / 5) * h21
  -- the second root lies above the speed of light
  have hne : b ^ 2 - (6 + √21) / 5 ≠ 0 := by
    have hb : b ^ 2 ≤ 1 := by nlinarith
    apply ne_of_lt
    linarith [sqrt21_bounds.1]
  rw [(hasDerivAt_shape b).deriv, factor]
  constructor
  · intro h
    have h' := (mul_eq_zero.mp h).resolve_right hne
    linarith
  · intro h
    rw [h]
    ring

/-- The peak velocity lies in `[0,1]`, and there the tau-pair shape is strictly larger than at
every other velocity in `[0,1]`. -/
theorem shape_unique_max : peakVelocity ∈ Icc (0 : ℝ) 1 ∧
    ∀ b ∈ Icc (0 : ℝ) 1, b ≠ peakVelocity → shape b < shape peakVelocity := by
  have hc2 := peakVelocity_sq
  have c0 : 0 < peakVelocity := Real.sqrt_pos.2 (by linarith [sqrt21_bounds.2])
  have hc : peakVelocity ^ 2 < 1 := by linarith [sqrt21_bounds.1]
  have c1 : peakVelocity ≤ 1 := by nlinarith
  refine ⟨⟨c0.le, c1⟩, ?_⟩
  rintro b ⟨h0, h1⟩ hne
  have hq : 5 * peakVelocity ^ 4 - 12 * peakVelocity ^ 2 + 3 = 0 := by
    rw [← (hasDerivAt_shape peakVelocity).deriv]
    exact (stationary_iff c0.le c1).2 hc2
  -- stationarity leaves a double zero times a positive factor
  have key : shape peakVelocity - shape b = (b - peakVelocity) ^ 2 *
      (b * (4 - b ^ 2 - 3 * peakVelocity ^ 2)
        + 2 * peakVelocity * (4 - b ^ 2 - 2 * peakVelocity ^ 2)) := by
    unfold shape
    linear_combination (peakVelocity - b) * hq
  have hb : b ^ 2 ≤ 1 := by nlinarith
  have p1 : 0 ≤ b * (4 - b ^ 2 - 3 * peakVelocity ^ 2) := mul_nonneg h0 (by linarith)
  have p2 : 0 < 2 * peakVelocity * (4 - b ^ 2 - 2 * peakVelocity ^ 2) :=
    mul_pos (by linarith) (by linarith)
  have hs : 0 < (b - peakVelocity) ^ 2 := by
    have hd := sub_ne_zero.mpr hne
    positivity
  linarith [mul_pos hs (add_pos_of_nonneg_of_pos p1 p2)]

/-- At the peak, `b²` lies between 0.2834 and 0.2836, and `2 / √(1 - b²)` lies between
2.36 and 2.37. -/
theorem peak_numbers :
    (0.2834 < peakVelocity ^ 2 ∧ peakVelocity ^ 2 < 0.2836) ∧
    (2.36 < 2 / √(1 - peakVelocity ^ 2) ∧ 2 / √(1 - peakVelocity ^ 2) < 2.37) := by
  obtain ⟨l, u⟩ := sqrt21_bounds
  have hc := peakVelocity_sq
  have a1 : 0.2834 < peakVelocity ^ 2 := by linarith
  have a2 : peakVelocity ^ 2 < 0.2836 := by linarith
  have r1 : 0.844 < √(1 - peakVelocity ^ 2) :=
    (Real.lt_sqrt (by norm_num)).2 (by norm_num at *; linarith)
  have r2 : √(1 - peakVelocity ^ 2) < 0.847 :=
    (Real.sqrt_lt' (by norm_num)).2 (by norm_num at *; linarith)
  have r0 : 0 < √(1 - peakVelocity ^ 2) := by linarith
  refine ⟨⟨a1, a2⟩, ?_, ?_⟩
  · rw [lt_div_iff₀ r0]
    linarith
  · rw [div_lt_iff₀ r0]
    linarith

/-- At or above threshold the squared velocity is `1 - 4 m² / s`. -/
lemma velocity_sq {m s : ℝ} (hm : 0 < m) (h : 4 * m ^ 2 ≤ s) :
    velocity m s ^ 2 = 1 - 4 * m ^ 2 / s := by
  have hs : 0 < s := lt_of_lt_of_le (by positivity) h
  exact Real.sq_sqrt (sub_nonneg.2 ((div_le_one hs).2 h))

/-- For positive lepton mass, at or above threshold, the centre-of-mass energy in units of that mass
is `√s / m = 2 / √(1 - b²)`, with `b` the velocity. -/
theorem energy_ratio {m s : ℝ} (hm : 0 < m) (h : 4 * m ^ 2 ≤ s) :
    √s / m = 2 / √(1 - velocity m s ^ 2) := by
  have hs : 0 < s := lt_of_lt_of_le (by positivity) h
  have e : 1 - velocity m s ^ 2 = (2 * m / √s) ^ 2 := by
    rw [velocity_sq hm h, div_pow, Real.sq_sqrt hs.le]
    ring
  rw [e, Real.sqrt_sq (by positivity), div_div_eq_mul_div, mul_div_mul_left _ _ two_ne_zero]

/-- For positive lepton mass, at or above threshold, the cross section is `π α² / (6 m²)` times the
tau-pair shape at the velocity of each lepton. -/
theorem crossSection_eq (α : ℝ) {m s : ℝ} (hm : 0 < m) (h : 4 * m ^ 2 ≤ s) :
    crossSection α m s = π * α ^ 2 / (6 * m ^ 2) * shape (velocity m s) := by
  have hs : 0 < s := lt_of_lt_of_le (by positivity) h
  have e : 1 - velocity m s ^ 2 = 4 * m ^ 2 / s := by
    rw [velocity_sq hm h]
    ring
  unfold crossSection shape
  rw [e]
  field_simp
  ring

/-- For nonzero coupling and positive lepton mass, the cross section at `s = (1 + √21) m²` is
strictly larger than at any other `s` at or above threshold. -/
theorem crossSection_unique_max {α m s : ℝ} (hα : α ≠ 0) (hm : 0 < m)
    (h : 4 * m ^ 2 ≤ s) (hne : s ≠ (1 + √21) * m ^ 2) :
    crossSection α m s < crossSection α m ((1 + √21) * m ^ 2) := by
  have hs : 0 < s := lt_of_lt_of_le (by positivity) h
  have h21 : √21 ^ 2 = (21 : ℝ) := Real.sq_sqrt (by norm_num)
  have hS : 4 * m ^ 2 ≤ (1 + √21) * m ^ 2 :=
    mul_le_mul_of_nonneg_right (by linarith [sqrt21_bounds.1]) (sq_nonneg m)
  -- the claimed energy corresponds to the peak velocity
  have hpeak : velocity m ((1 + √21) * m ^ 2) = peakVelocity := by
    have e : 4 * m ^ 2 / ((1 + √21) * m ^ 2) = (√21 - 1) / 5 := by
      rw [div_eq_iff (by positivity)]
      linear_combination (-(m ^ 2) / 5) * h21
    unfold velocity peakVelocity
    rw [e]
    congr 1
    ring
  -- and no other energy does
  have hv : velocity m s ≠ peakVelocity := by
    intro hv
    have h1 := velocity_sq hm h
    rw [hv, peakVelocity_sq] at h1
    have h2 : 4 * m ^ 2 / s = (√21 - 1) / 5 := by linarith
    rw [div_eq_iff hs.ne'] at h2
    apply hne
    linear_combination (-(1 + √21) / 4) * h2 - s / 20 * h21
  have v0 : 0 ≤ velocity m s := Real.sqrt_nonneg _
  have v1 : velocity m s ≤ 1 := by
    have hp : 0 < 4 * m ^ 2 / s := by positivity
    nlinarith [velocity_sq hm h]
  rw [crossSection_eq α hm h, crossSection_eq α hm hS, hpeak]
  exact mul_lt_mul_of_pos_left (shape_unique_max.2 _ ⟨v0, v1⟩ hv) (by positivity)

end

end TauPairThreshold
```

```lean
#print axioms TauPairThreshold.peak_numbers
-- 'TauPairThreshold.peak_numbers' depends on axioms: [propext, Classical.choice, Quot.sound]
#print axioms TauPairThreshold.energy_ratio
-- 'TauPairThreshold.energy_ratio' depends on axioms: [propext, Classical.choice, Quot.sound]
#print axioms TauPairThreshold.crossSection_unique_max
-- 'TauPairThreshold.crossSection_unique_max' depends on axioms: [propext, Classical.choice, Quot.sound]
```

## From the derivative to the cross section

`sqrt21_bounds` obtains its bounds by squaring, and `peakVelocity_sq` uses them to check that the radicand is non-negative. `hasDerivAt_shape` differentiates the expanded polynomial. `stationary_iff` factors the derivative, using √21² = 21, and excludes the upper root.

In `shape_unique_max`, `hq` is f′(c) = 0 and `key` is the double-zero identity; `linear_combination` checks it by adding the multiple (c − b) of `hq`. The facts `p1`, `p2` and `hs` supply the signs of the factors. `peak_numbers` then bounds the square root and clears the denominator.

`velocity_sq` removes the square root in the velocity at or above threshold. With it, `energy_ratio` proves √s/m = 2/√(1 − b²), and `crossSection_eq` rewrites σ as a multiple of f.

The final theorem shows in `hpeak` that the stated energy has velocity c. In `hv` it assumes that another `s` also has this velocity and solves for `s`, contradicting `hne`. The strict inequality for f, multiplied by the positive factor πα²/(6m²), becomes the inequality for σ.
